# For a positive semidefinite interaction, the Hartree–Fock energy is concave along a charge transfer between two spin-orbitals

## Density matrices, pair indices and the energy

```lean
import Mathlib

open Matrix
open scoped ComplexOrder

namespace LiebHartreeFockConcavity

noncomputable section

variable {n : Type*} [Fintype n]
```

The type `n` is the finite set that labels the one-particle basis. It is best read as an orthonormal set of spin-orbitals. A one-particle matrix is a `Matrix n n ℂ`, a complex matrix with rows and columns in `n`. A two-particle matrix has type `Matrix (n × n) (n × n) ℂ`, so each of its rows and columns is labelled by an ordered pair of basis indices.

```lean
/-- The antisymmetrised product of a one-particle matrix with itself,
`D(ij,kl) = g(i,k) g(j,l) - g(i,l) g(j,k)`. -/
def antisymProd (g : Matrix n n ℂ) : Matrix (n × n) (n × n) ℂ :=
  Matrix.of fun p q => g p.1 q.1 * g p.2 q.2 - g p.1 q.2 * g p.2 q.1
```

For a one-particle matrix $g$ this defines a two-particle matrix $D[g]$ with entries

$$D[g]_{ij,kl} = g_{ik}\,g_{jl} - g_{il}\,g_{jk}.$$

In the code `p` is the row pair $(i,j)$ and `q` is the column pair $(k,l)$; `p.1` and `p.2` are the two members of a pair. If $g$ is the density matrix of a Slater determinant, $D[g]$ is its two-particle density matrix, normalised to trace $N(N-1)$. For any other $g$ it is the mean-field expression built from $g$.

```lean
/-- The part of the antisymmetrised product of `g + d` that is linear in each of `g` and `d`. -/
def crossProd (g d : Matrix n n ℂ) : Matrix (n × n) (n × n) ℂ :=
  Matrix.of fun p q => g p.1 q.1 * d p.2 q.2 + d p.1 q.1 * g p.2 q.2
    - g p.1 q.2 * d p.2 q.1 - d p.1 q.2 * g p.2 q.1
```

This is the cross term $X[g,d]$ that appears when $g+d$ is put into $D$:

$$X[g,d]_{ij,kl} = g_{ik}d_{jl} + d_{ik}g_{jl} - g_{il}d_{jk} - d_{il}g_{jk}.$$

```lean
/-- The one-particle matrix `u u*` of an orbital `u`. -/
def orbital (u : n → ℂ) : Matrix n n ℂ := vecMulVec u (star u)
```

`vecMulVec` forms a column times a row, and `star` is complex conjugation here. The entries of `orbital u` are therefore $u_i\bar u_k$, which is the matrix $uu^*$. It is a projector when $u$ has norm 1, but no norm is imposed.

```lean
/-- The difference `u u* - v v*` of the one-particle matrices of `u` and `v`. -/
def transfer (u v : n → ℂ) : Matrix n n ℂ := orbital u - orbital v
```

The direction of change is $d = uu^* - vv^*$. For orthonormal $u$ and $v$, adding $t\,d$ with $t>0$ takes an amount $t$ of charge out of $v$ and puts it into $u$, with the trace unchanged.

```lean
/-- The antisymmetric pair vector `u ⊗ v - v ⊗ u`. -/
def pairVec (u v : n → ℂ) : n × n → ℂ := fun p => u p.1 * v p.2 - v p.1 * u p.2
```

The pair vector is $c = u\otimes v - v\otimes u$, with components $c_{ij} = u_i v_j - v_i u_j$. It carries no factor $1/\sqrt2$. For orthonormal $u$ and $v$ its squared norm is 2, and $c/\sqrt2$ is the normalised two-electron determinant.

```lean
/-- The real part of the Hartree-Fock energy, `Re [tr (h g) + (1/2) tr (V D)]`, where `D` is the
antisymmetrised product of `g`. -/
def hfEnergy (h : Matrix n n ℂ) (V : Matrix (n × n) (n × n) ℂ) (g : Matrix n n ℂ) : ℝ :=
  ((h * g).trace + 1 / 2 * (V * antisymProd g).trace).re
```

The energy is

$$E(g) = \mathrm{Re}\left[\mathrm{tr}(hg) + \tfrac12\,\mathrm{tr}(V D[g])\right].$$

The matrix $h$ holds the one-electron terms. The interaction has entries $V_{ij,kl} = \langle ij|V|kl\rangle$, with the two bra indices in the row and the two ket indices in the column. The factor $\tfrac12$ counts each pair of electrons once. When $h$, $V$ and $g$ are hermitian the bracket is already real. The code does not ask for that, and takes the real part instead.

```lean
/-- The first-order change of the Hartree-Fock energy at `g` in the direction `d`. -/
def hfSlope (h : Matrix n n ℂ) (V : Matrix (n × n) (n × n) ℂ) (g d : Matrix n n ℂ) : ℝ :=
  ((h * d).trace + 1 / 2 * (V * crossProd g d).trace).re
```

The slope at $g$ in the direction $d$ is $B = \mathrm{Re}[\mathrm{tr}(hd) + \tfrac12\mathrm{tr}(V X[g,d])]$. At this point it is only a definition; the energy formula below shows that it is the coefficient of $t$.

```lean
/-- The interaction expectation value `Re (c* V c)` in the pair vector `c = u ⊗ v - v ⊗ u`. -/
def pairRepulsion (V : Matrix (n × n) (n × n) ℂ) (u v : n → ℂ) : ℝ :=
  (star (pairVec u v) ⬝ᵥ V *ᵥ pairVec u v).re
```

The last definition is $K = \mathrm{Re}(c^* V c)$. The symbol `*ᵥ` applies a matrix to a vector, and `⬝ᵥ` is the dot product without conjugation, so the `star` on the left factor is written out. For orthonormal $u$ and $v$, $K$ is twice the interaction energy of the normalised pair state $c/\sqrt2$.

## The transfer direction gives minus a pure pair state

```lean
omit [Fintype n] in
/-- The antisymmetrised product of `u u* - v v*` is `-c c*` with `c = u ⊗ v - v ⊗ u`. -/
theorem antisymProd_transfer (u v : n → ℂ) :
    antisymProd (transfer u v) = -vecMulVec (pairVec u v) (star (pairVec u v)) := by
  ext p q
  simp only [antisymProd, transfer, orbital, pairVec, Matrix.of_apply, Matrix.sub_apply,
    Matrix.neg_apply, vecMulVec_apply, Pi.star_apply, star_sub, star_mul']
  ring
```

The statement is $D[uu^*-vv^*] = -cc^*$, for all vectors $u$ and $v$. By hand, one multiplies out the two products:

$$d_{ik}d_{jl} = u_iu_j\bar u_k\bar u_l - u_iv_j\bar u_k\bar v_l - v_iu_j\bar v_k\bar u_l + v_iv_j\bar v_k\bar v_l,$$

$$d_{il}d_{jk} = u_iu_j\bar u_k\bar u_l - u_iv_j\bar v_k\bar u_l - v_iu_j\bar u_k\bar v_l + v_iv_j\bar v_k\bar v_l.$$

In the difference the terms with only $u$ or only $v$ cancel, and the other four factorise:

$$d_{ik}d_{jl} - d_{il}d_{jk} = -(u_iv_j - v_iu_j)(\bar u_k\bar v_l - \bar v_k\bar u_l) = -c_{ij}\,\bar c_{kl}.$$

The Lean proof takes the same route. `ext p q` reduces the matrix equation to one entry, `simp only` inserts the definitions, and `ring` checks the resulting polynomial identity.

## The energy along the line is an exact quadratic

```lean
omit [Fintype n] in
/-- The antisymmetrised product along the line `g + t d` is quadratic in `t`. -/
theorem antisymProd_line (g d : Matrix n n ℂ) (t : ℂ) :
    antisymProd (g + t • d)
      = antisymProd g + t • crossProd g d + t ^ 2 • antisymProd d := by
  ext p q
  simp only [antisymProd, crossProd, Matrix.of_apply, Matrix.add_apply, Matrix.smul_apply,
    smul_eq_mul]
  ring
```

For a complex number $t$,

$$D[g+td] = D[g] + t\,X[g,d] + t^2 D[d].$$

Each entry of $D$ is a sum of products of two entries of its argument. Expanding $(g_{ik}+td_{ik})(g_{jl}+td_{jl})$ and the exchange product, then sorting by powers of $t$, gives the three terms. The symbol `•` is multiplication of a matrix by a scalar.

```lean
/-- The trace of `V c c*` is the expectation value `c* V c`. -/
theorem trace_mul_pure {m : Type*} [Fintype m] (V : Matrix m m ℂ) (c : m → ℂ) :
    (V * vecMulVec c (star c)).trace = star c ⬝ᵥ V *ᵥ c := by
  simp only [Matrix.trace, Matrix.diag_apply, Matrix.mul_apply, vecMulVec_apply, dotProduct,
    Matrix.mulVec, Finset.mul_sum]
  refine Finset.sum_congr rfl fun p _ => Finset.sum_congr rfl fun q _ => ?_
  ring
```

For a square matrix $V$ and a vector $c$ over any finite index set,

$$\mathrm{tr}(V cc^*) = \sum_{p,q} V_{pq}\,c_q\,\bar c_p = \sum_p \bar c_p\,(Vc)_p = c^*Vc.$$

The proof writes both sides as double sums and compares them term by term.

```lean
/-- Along `g + t (u u* - v v*)` the Hartree-Fock energy is a quadratic polynomial in `t` whose
second-order term is `-(t²/2) Re (c* V c)`. -/
theorem hfEnergy_line (h : Matrix n n ℂ) (V : Matrix (n × n) (n × n) ℂ) (g : Matrix n n ℂ)
    (u v : n → ℂ) (t : ℝ) :
    hfEnergy h V (g + (t : ℂ) • transfer u v)
      = hfEnergy h V g + t * hfSlope h V g (transfer u v)
        - t ^ 2 / 2 * pairRepulsion V u v := by
  unfold hfEnergy hfSlope pairRepulsion
  rw [antisymProd_line, antisymProd_transfer]
  simp only [Matrix.mul_add, Matrix.mul_smul, Matrix.mul_neg, Matrix.trace_add,
    Matrix.trace_smul, Matrix.trace_neg, smul_neg, smul_eq_mul, trace_mul_pure]
  -- collect both sides as real parts of one complex number
  rw [← Complex.re_ofReal_mul, ← Complex.re_ofReal_mul, ← Complex.add_re, ← Complex.sub_re]
  refine congrArg Complex.re ?_
  push_cast
  ring
```

The energy formula reads, for real $t$,

$$E(g+td) = E(g) + tB - \tfrac{t^2}{2}K.$$

To derive it, put the expansion of $D[g+td]$ into the energy. The one-electron part gives $\mathrm{tr}(hg) + t\,\mathrm{tr}(hd)$. The interaction part gives

$$\tfrac12\mathrm{tr}(VD[g]) + \tfrac t2\mathrm{tr}(VX[g,d]) + \tfrac{t^2}2\mathrm{tr}(VD[d]),$$

and the last trace is $-\mathrm{tr}(Vcc^*) = -c^*Vc$. Because $t$ is real, it can be taken through the real part, and the three coefficients are $E(g)$, $B$ and $-K/2$.

In the code, `(t : ℂ)` is the real number $t$ regarded as a complex one. The `rw` line inserts the two results on $D$, and `simp only` distributes products and traces over the sums. The remaining steps write both sides as real parts of complex numbers and check that those numbers are equal.

## Concavity is a condition on one pair state

```lean
/-- A real quadratic `A + t B - (t²/2) K` is concave in `t` exactly when `K` is nonnegative. -/
theorem concave_quadratic_iff (A B K : ℝ) :
    ConcaveOn ℝ Set.univ (fun t : ℝ => A + t * B - t ^ 2 / 2 * K) ↔ 0 ≤ K := by
  constructor
  · intro hc
    -- compare the midpoint 0 with the two points 1 and -1
    have h2 := hc.2 (Set.mem_univ (1 : ℝ)) (Set.mem_univ (-1 : ℝ))
      (by norm_num : (0 : ℝ) ≤ 1 / 2) (by norm_num : (0 : ℝ) ≤ 1 / 2) (by norm_num)
    simp only [smul_eq_mul] at h2
    linarith
  · intro hK
    refine ⟨convex_univ, fun x _ y _ a b ha hb hab => ?_⟩
    obtain rfl : b = 1 - a := by linarith
    simp only [smul_eq_mul]
    nlinarith [mul_nonneg hK (mul_nonneg (mul_nonneg ha hb) (sq_nonneg (x - y)))]
```

`ConcaveOn ℝ Set.univ f` says that $f$ is concave on the whole real line: $f(ax+by)\ge a f(x)+b f(y)$ whenever $a,b\ge0$ and $a+b=1$. For $f(t)=A+tB-\tfrac{t^2}{2}K$ this holds exactly when $K\ge0$.

If $f$ is concave, take the midpoint of $1$ and $-1$. Then $A = f(0) \ge \tfrac12f(1)+\tfrac12f(-1) = A-\tfrac K2$, so $K\ge0$. Conversely, the constant and linear terms cancel in

$$f(ax+by)-af(x)-bf(y) = \tfrac K2\left[ax^2+by^2-(ax+by)^2\right] = \tfrac K2\,ab\,(x-y)^2,$$

which is nonnegative when $K\ge0$. The product $K\,ab\,(x-y)^2$ is what the proof hands to `nlinarith`, a tactic for polynomial inequalities.

```lean
/-- For given `u` and `v`, the Hartree-Fock energy of `g + t (u u* - v v*)` is concave in real `t`
exactly when `Re (c* V c)` is nonnegative for `c = u ⊗ v - v ⊗ u`. -/
theorem hfEnergy_concave_iff (h : Matrix n n ℂ) (V : Matrix (n × n) (n × n) ℂ)
    (g : Matrix n n ℂ) (u v : n → ℂ) :
    ConcaveOn ℝ Set.univ (fun t : ℝ => hfEnergy h V (g + (t : ℂ) • transfer u v))
      ↔ 0 ≤ pairRepulsion V u v := by
  simp only [hfEnergy_line]
  exact concave_quadratic_iff _ _ _
```

With the energy formula inserted, this becomes a criterion for given $u$ and $v$: the energy is concave in $t$ if and only if $\mathrm{Re}(c^*Vc)\ge0$. Neither $h$ nor $g$ enters the condition. If $u$ and $v$ are proportional, as they must be in a one-dimensional space, then $c=0$ and the energy is a straight line.

```lean
/-- A positive semidefinite interaction has a nonnegative expectation value in every pair
vector `u ⊗ v - v ⊗ u`. -/
theorem pairRepulsion_nonneg {V : Matrix (n × n) (n × n) ℂ} (hV : V.PosSemidef)
    (u v : n → ℂ) : 0 ≤ pairRepulsion V u v :=
  (Complex.le_def.1 (hV.dotProduct_mulVec_nonneg (pairVec u v))).1
```

`V.PosSemidef` means that $V$ is hermitian and that $x^*Vx\ge0$ for every vector $x$ on pairs. Taking $x=c$ gives $K\ge0$. Physically, the hypothesis stands for a repulsive interaction: the Coulomb operator $1/r_{12}$ is positive, and its matrix in a finite basis inherits this property with the index order used here.

```lean
/-- For a positive semidefinite interaction, the real part of the Hartree-Fock energy of `g + t (u
u* - v v*)` is concave in real `t`. -/
theorem lieb_concavity (h : Matrix n n ℂ) {V : Matrix (n × n) (n × n) ℂ} (hV : V.PosSemidef)
    (g : Matrix n n ℂ) (u v : n → ℂ) :
    ConcaveOn ℝ Set.univ (fun t : ℝ => hfEnergy h V (g + (t : ℂ) • transfer u v)) :=
  (hfEnergy_concave_iff h V g u v).2 (pairRepulsion_nonneg hV u v)
```

This is the main theorem. If $V$ is positive semidefinite, $E(g+t(uu^*-vv^*))$ is concave in real $t$, for arbitrary $h$, $g$, $u$ and $v$. The proof feeds $K\ge0$ into the criterion. The name in the code refers to Lieb's variational principle for Hartree–Fock theory, described at the end; Lieb's concavity theorem for traces of matrix powers is a different result. Concavity is claimed along these particular lines, not for $E$ as a function of all matrices $g$. In particular, $u$ and $v$ are spin-orbitals. Moving both spins together between two spatial orbitals, as in a restricted calculation, is not such a line: for two sites with on-site repulsion $U>0$, $h=0$ and occupations $\tfrac12\pm t$ for each spin, the energy is $U(\tfrac12+2t^2)$, which is convex.

The hypothesis on $V$ does real work. Take two basis states, $u=e_1$, $v=e_2$, $h=0$, $g$ equal to half the identity, and $V=-1$, minus the identity on pairs. Then $c^*Vc=-2$, and the energy is $E(g+td)=t^2-\tfrac14$, which is strictly convex. For $|t|\le\tfrac12$ the occupations $\tfrac12\pm t$ lie in $[0,1]$, so the failure already occurs among admissible density matrices.

## Emptying or filling one of two orbitals

```lean
/-- For a positive semidefinite interaction, two occupations `p, q` in `[0,1]` can be changed at
fixed sum, staying in `[0,1]`, so that one of them is 0 or 1 and the energy does not rise. -/
theorem occupation_step (h : Matrix n n ℂ) {V : Matrix (n × n) (n × n) ℂ} (hV : V.PosSemidef)
    (g : Matrix n n ℂ) (u v : n → ℂ) {p q : ℝ}
    (hp : p ∈ Set.Icc (0 : ℝ) 1) (hq : q ∈ Set.Icc (0 : ℝ) 1) :
    ∃ p' ∈ Set.Icc (0 : ℝ) 1, ∃ q' ∈ Set.Icc (0 : ℝ) 1, p' + q' = p + q ∧
      (p' = 0 ∨ p' = 1 ∨ q' = 0 ∨ q' = 1) ∧
      hfEnergy h V (g + (p' : ℂ) • orbital u + (q' : ℂ) • orbital v)
        ≤ hfEnergy h V (g + (p : ℂ) • orbital u + (q : ℂ) • orbital v) := by
  obtain ⟨hp0, hp1⟩ := hp
  obtain ⟨hq0, hq1⟩ := hq
  let B := hfSlope h V (g + (p : ℂ) • orbital u + (q : ℂ) • orbital v) (transfer u v)
  -- a transfer that is downhill to first order never raises the energy
  have move : ∀ t : ℝ, t * B ≤ 0 →
      hfEnergy h V (g + ((p + t : ℝ) : ℂ) • orbital u + ((q - t : ℝ) : ℂ) • orbital v)
        ≤ hfEnergy h V (g + (p : ℂ) • orbital u + (q : ℂ) • orbital v) := by
    intro t ht
    have e : g + ((p + t : ℝ) : ℂ) • orbital u + ((q - t : ℝ) : ℂ) • orbital v
        = (g + (p : ℂ) • orbital u + (q : ℂ) • orbital v) + (t : ℂ) • transfer u v := by
      unfold transfer
      push_cast
      module
    rw [e, hfEnergy_line]
    have hK := mul_nonneg (by positivity : 0 ≤ t ^ 2 / 2) (pairRepulsion_nonneg hV u v)
    change t * hfSlope h V _ (transfer u v) ≤ 0 at ht
    linarith
  -- choose `t` with `t * B ≤ 0` so that one of the two occupations becomes 0 or 1
  rcases le_total B 0 with hB | hB
  · rcases le_total (1 - p) q with hc | hc
    · exact ⟨p + (1 - p), ⟨by linarith, by linarith⟩, q - (1 - p), ⟨by linarith, by linarith⟩,
        by ring, Or.inr (Or.inl (by ring)),
        move _ (mul_nonpos_iff.2 (Or.inl ⟨by linarith, hB⟩))⟩
    · exact ⟨p + q, ⟨by linarith, by linarith⟩, q - q, ⟨by linarith, by linarith⟩,
        by ring, Or.inr (Or.inr (Or.inl (by ring))),
        move _ (mul_nonpos_iff.2 (Or.inl ⟨hq0, hB⟩))⟩
  · rcases le_total p (1 - q) with hc | hc
    · exact ⟨p + -p, ⟨by linarith, by linarith⟩, q - -p, ⟨by linarith, by linarith⟩,
        by ring, Or.inl (by ring),
        move _ (mul_nonpos_iff.2 (Or.inr ⟨by linarith, hB⟩))⟩
    · exact ⟨p + (q - 1), ⟨by linarith, by linarith⟩, q - (q - 1), ⟨by linarith, by linarith⟩,
        by ring, Or.inr (Or.inr (Or.inr (by ring))),
        move _ (mul_nonpos_iff.2 (Or.inr ⟨by linarith, hB⟩))⟩

end

end LiebHartreeFockConcavity
```

Here `p` and `q` are no longer pair indices but real occupations in $[0,1]$, written `Set.Icc (0 : ℝ) 1`. The one-particle matrix is $g + p\,uu^* + q\,vv^*$, where $g$ holds the rest of the system. The theorem provides new occupations $p',q'\in[0,1]$ with $p'+q'=p+q$, at least one of them equal to 0 or 1, and an energy no higher than before. The numbers are true occupations when $u$ and $v$ are orthonormal and $g$ acts only on their orthogonal complement, although the inequality holds without this.

Let $B$ be the slope at the starting matrix. Moving an amount $t$ from $v$ to $u$ gives occupations $p+t$ and $q-t$, and by the energy formula

$$E(t) = E(0) + tB - \tfrac{t^2}{2}K \le E(0)\quad\text{whenever } tB\le0.$$

This is the intermediate claim `move`. It remains to choose $t$ with the right sign and to stop at the first boundary:

- If $B\le0$ and $1-p\le q$, take $t=1-p$, so that $p'=1$.
- If $B\le0$ and $q\le1-p$, take $t=q$, so that $q'=0$.
- If $B\ge0$ and $p\le1-q$, take $t=-p$, so that $p'=0$.
- If $B\ge0$ and $1-q\le p$, take $t=q-1$, so that $q'=1$.

The two levels of `rcases` make these four cases, and `linarith` checks that both occupations stay in $[0,1]$.

The example with $V=-1$ defeats this statement too. With $g=0$ and $h=0$ the energy is $-pq$, so $p=q=\tfrac12$ gives $-\tfrac14$. At fixed sum 1, the only allowed end points are $(1,0)$ and $(0,1)$, both with energy 0.

In electronic-structure terms, within a finite-basis mean-field model with positive semidefinite interaction, two spin-orbitals never both need fractional occupations to lower the Hartree–Fock energy; one of them may stay fractional, since the sum is fixed. For such an interaction, Lieb's variational principle concerns the minimum of the Hartree–Fock energy over all density matrices with eigenvalues in $[0,1]$ and integer trace, and states that Slater determinants already attain it; one way to get there is to repeat steps of this kind on the natural orbitals, whereas the theorem above makes one step.

```lean
#print axioms LiebHartreeFockConcavity.lieb_concavity
-- 'LiebHartreeFockConcavity.lieb_concavity' depends on axioms: [propext, Classical.choice, Quot.sound]
#print axioms LiebHartreeFockConcavity.occupation_step
-- 'LiebHartreeFockConcavity.occupation_step' depends on axioms: [propext, Classical.choice, Quot.sound]
```
